# Mean-field two-state water dipoles with coupling J > −1: one orientation at each field, and the steepest response at zero field

When water at an electrode is modelled as a mean-field layer of two-state dipoles, the mean orientation at a given applied field solves an implicit equation, which can be handed to a root finder. The dipoles' contribution to the potential drop across the layer is proportional to this orientation, and the slope of the orientation with respect to the field enters the differential response of the interface. If the equation has only one root, a root finder that converges to a root finds the same one from every starting guess, and if the slope is known in closed form, it follows from the converged orientation without finite differences.

Each molecule points its dipole either away from the metal or towards it, \(s=+1\) or \(s=-1\). An applied field along the surface normal favours one of the two. Dipoles standing side by side oppose each other's alignment, so an oriented layer weakens the field that its own molecules feel. Let \(h\) be the dipole moment times the applied field, divided by \(kT\), and let \(m\) be the mean of \(s\). The local field, in the same units, is \(x=h-Jm\). The constant \(J\) sets the strength of the coupling: a fully oriented layer with \(m=1\) exerts the field \(-J\) on each of its members, again as an energy over \(kT\). It satisfies \(J\ge 0\) when the layer depolarizes itself. The results below hold for all \(J>-1\):

- the equation \(m=\tanh(h-Jm)\) has exactly one solution \(m(h)\) for each real \(h\);
- \(m'(h)=\dfrac{1-m^2}{1+J(1-m^2)}\);
- \(m'(h)\le \dfrac{1}{1+J}\), with equality exactly at \(h=0\).

In Lean 4 with Mathlib:

```lean
import Mathlib

open Filter Topology Set

namespace WaterDipoleLayer

noncomputable section
```

## The dipole in its local field

A dipole in the local field \(x\) has energy \(-sx\) in units of \(kT\), so its two states carry the weights \(e^{x}\) and \(e^{-x}\). The mean orientation is

\[
\langle s\rangle=\frac{\sum_{s=\pm1}s\,e^{sx}}{\sum_{s=\pm1}e^{sx}} .
\]

The definition `meanOrientation` is this quotient, with both sums over the set of the real numbers \(1\) and \(-1\). The hyperbolic tangent is therefore derived and not put in by hand.

```lean
/-- Boltzmann average of the orientation `s = 1` or `s = -1` of a dipole whose energy is
`-s * x` in units of the thermal energy. -/
def meanOrientation (x : ℝ) : ℝ :=
  (∑ s ∈ ({1, -1} : Finset ℝ), s * Real.exp (s * x)) /
    ∑ s ∈ ({1, -1} : Finset ℝ), Real.exp (s * x)
```

Self-consistency requires that the orientation which creates the local field is also the average in that field. In `IsSelfConsistent J h m` all three arguments are arbitrary real numbers; in particular, \(|m|\le1\) is not assumed. The sign of \(J\) is opposite to the usual one for magnets, where a positive \(J\) favours parallel alignment.

```lean
/-- The orientation `m` is self-consistent at applied field `h` if it is the thermal average
in the local field `h - J * m`, where `J` is the coupling to the other dipoles. -/
def IsSelfConsistent (J h m : ℝ) : Prop := m = meanOrientation (h - J * m)
```

It is simpler to treat the local field as the independent variable. Inserting \(m=\tanh x\) into \(h=x+Jm\) gives

\[
h=f(x)=x+J\tanh x .
\]

The function \(f\) is called `appliedField J`: it takes a local field and returns the applied field that produces it.

```lean
/-- The applied field that produces the local field `x` in a layer with coupling `J`. -/
def appliedField (J x : ℝ) : ℝ := x + J * Real.tanh x
```

Writing out the two terms of each sum gives

\[
\langle s\rangle=\frac{e^{x}-e^{-x}}{e^{x}+e^{-x}}=\frac{2\sinh x}{2\cosh x}=\tanh x .
\]

In the proof `Finset.sum_pair` expands the sums, which requires \(1\neq-1\), and the common factor 2 then cancels.

```lean
/-- The thermal average orientation of a two-state dipole in the local field `x` is `tanh x`. -/
theorem meanOrientation_eq_tanh (x : ℝ) : meanOrientation x = Real.tanh x := by
  have h : (1 : ℝ) ≠ -1 := by norm_num
  unfold meanOrientation
  rw [Finset.sum_pair h, Finset.sum_pair h, Real.tanh_eq_sinh_div_cosh, Real.sinh_eq,
    Real.cosh_eq]
  simp only [one_mul, neg_mul]
  rw [div_div_div_cancel_right₀ (two_ne_zero), ← sub_eq_add_neg]
```

The orientation stays short of saturation at every finite field. Since \(\cosh^2x=\sinh^2x+1\),

\[
\tanh^2x=\frac{\sinh^2x}{\cosh^2x}<1 .
\]

```lean
/-- The mean orientation of a dipole never reaches saturation: `tanh x ^ 2 < 1`. -/
theorem tanh_sq_lt_one (x : ℝ) : Real.tanh x ^ 2 < 1 := by
  have hc := Real.cosh_pos x
  rw [Real.tanh_eq_sinh_div_cosh, div_pow, div_lt_one (pow_pos hc 2)]
  linarith [Real.cosh_sq x]
```

The response of a single dipole follows from the quotient rule:

\[
\frac{d}{dx}\frac{\sinh x}{\cosh x}=\frac{\cosh^2x-\sinh^2x}{\cosh^2x}=1-\tanh^2x .
\]

```lean
/-- The response of a single dipole to its local field is `1 - tanh x ^ 2`. -/
theorem hasDerivAt_tanh (x : ℝ) : HasDerivAt Real.tanh (1 - Real.tanh x ^ 2) x := by
  have hc := (Real.cosh_pos x).ne'
  have h := (Real.hasDerivAt_sinh x).fun_div (Real.hasDerivAt_cosh x) hc
  have e : Real.tanh = fun y => Real.sinh y / Real.cosh y :=
    funext Real.tanh_eq_sinh_div_cosh
  rw [Real.tanh_eq_sinh_div_cosh x, e]
  refine h.congr_deriv ?_
  rw [div_pow, sub_div, ← pow_two, ← pow_two, div_self (pow_ne_zero 2 hc)]
```

## From the applied field back to the local field

Differentiating \(f\) term by term gives

\[
f'(x)=1+J\,(1-\tanh^2x).
\]

```lean
/-- The slope of the applied field as a function of the local field `x` is
`1 + J * (1 - tanh x ^ 2)`. -/
theorem hasDerivAt_appliedField (J x : ℝ) :
    HasDerivAt (appliedField J) (1 + J * (1 - Real.tanh x ^ 2)) x :=
  (hasDerivAt_id' x).fun_add ((hasDerivAt_tanh x).const_mul J)
```

For \(J>-1\) and \(m^2<1\) this slope is positive, as the following form shows:

\[
1+J(1-m^2)=(1+J)(1-m^2)+m^2>0 .
\]

The proof supplies the positive product and the square, and `nlinarith` combines them.

```lean
/-- For `J > -1` and an unsaturated orientation `m`, the denominator of the layer's
response is positive. -/
theorem screening_pos {J m : ℝ} (hJ : -1 < J) (hm : m ^ 2 < 1) :
    0 < 1 + J * (1 - m ^ 2) := by
  have h := mul_pos (show 0 < 1 + J by linarith) (show 0 < 1 - m ^ 2 by linarith)
  nlinarith [sq_nonneg m]
```

So \(f\) is strictly increasing. Because \(|\tanh x|\le1\), the dipoles shift the field by at most \(|J|\):

\[
x-|J|\le f(x)\le x+|J| .
\]

Hence \(f\) tends to \(\pm\infty\) with \(x\), and being continuous it takes every real value. Each \(h\) then belongs to exactly one local field \(x(h)\). In the proof `hmono` is the monotonicity, `htop` and `hbot` are the two limits, and `hsurj` says that every value is reached. An increasing bijection of the real line is an order isomorphism, and its inverse is continuous.

```lean
/-- For `J > -1` each applied field `h` belongs to exactly one local field, and this local
field depends continuously on `h`. -/
theorem exists_localField {J : ℝ} (hJ : -1 < J) :
    ∃ x : ℝ → ℝ, Continuous x ∧ ∀ h z, appliedField J z = h ↔ z = x h := by
  have hmono : StrictMono (appliedField J) := strictMono_of_deriv_pos fun x => by
    rw [(hasDerivAt_appliedField J x).deriv]
    exact screening_pos hJ (tanh_sq_lt_one x)
  have hcont : Continuous (appliedField J) :=
    continuous_iff_continuousAt.mpr fun x => (hasDerivAt_appliedField J x).continuousAt
  -- the dipoles shift the field by at most `|J|`
  have hb : ∀ x, |J * Real.tanh x| ≤ |J| := fun x => by
    have ht := tanh_sq_lt_one x
    have h1 : |Real.tanh x| ≤ 1 := abs_le.mpr ⟨by nlinarith, by nlinarith⟩
    rw [abs_mul]
    exact mul_le_of_le_one_right (abs_nonneg J) h1
  have htop : Tendsto (appliedField J) atTop atTop :=
    tendsto_atTop_mono (fun x => by
      have := (abs_le.mp (hb x)).1
      simp only [appliedField, id]
      linarith) (tendsto_atTop_add_const_right atTop (-|J|) tendsto_id)
  have hbot : Tendsto (appliedField J) atBot atBot :=
    tendsto_atBot_mono (fun x => by
      have := (abs_le.mp (hb x)).2
      simp only [appliedField, id]
      linarith) (tendsto_atBot_add_const_right atBot |J| tendsto_id)
  have hsurj := hcont.surjective htop hbot
  let e := StrictMono.orderIsoOfSurjective (appliedField J) hmono hsurj
  have he : ∀ h, appliedField J (e.symm h) = h := fun h => e.apply_symm_apply h
  refine ⟨fun h => e.symm h, e.symm.continuous, fun h z => ⟨fun hz => ?_, fun hz => ?_⟩⟩
  · exact hmono.injective (hz.trans (he h).symm)
  · rw [hz]
    exact he h
```

## The size and the place of the largest response

The candidate maximum \(1/(1+J)\) is compared with the slope at orientation \(m\) by subtraction. Over the common denominator the numerator is

\[
\bigl(1+J(1-m^2)\bigr)-(1+J)(1-m^2)=m^2 ,
\]

and therefore

\[
\frac1{1+J}-\frac{1-m^2}{1+J(1-m^2)}=\frac{m^2}{(1+J)\bigl(1+J(1-m^2)\bigr)} .
\]

The right-hand side is never negative, and it vanishes only for \(m=0\).

```lean
/-- For `J > -1` and `m ^ 2 < 1`, the response at orientation `m` differs from `1 / (1 + J)` by
`m ^ 2 / ((1 + J) * (1 + J * (1 - m ^ 2)))`. -/
theorem response_deficit {J m : ℝ} (hJ : -1 < J) (hm : m ^ 2 < 1) :
    1 / (1 + J) - (1 - m ^ 2) / (1 + J * (1 - m ^ 2)) =
      m ^ 2 / ((1 + J) * (1 + J * (1 - m ^ 2))) := by
  have h1 : 1 + J ≠ 0 := by linarith
  rw [div_sub_div _ _ h1 (screening_pos hJ hm).ne']
  congr 1
  ring
```

The pieces now combine. If \(m=\tanh(h-Jm)\), set \(x=h-Jm\). Then \(f(x)=x+Jm=h\), so \(x=x(h)\) and \(m=\tanh x(h)\). Conversely, this \(m\) satisfies \(h-Jm=x(h)\) and solves the equation. The inverse function rule gives \(x'(h)=1/f'(x(h))\), and the chain rule gives

\[
m'(h)=(1-m^2)\,x'(h)=\frac{1-m^2}{1+J(1-m^2)} .
\]

The subtraction above bounds this slope by \(1/(1+J)\), with equality only where \(m(h)=0\). At \(m=0\) the self-consistency equation reads \(0=\tanh h\), which holds only for \(h=0\).

The theorem `orientation_response` states this for one function `m`. Its first clause says that a real number `y` is self-consistent at `h` if and only if `y = m h`, so there is a solution and no second one. The second clause gives differentiability together with the slope, at fixed \(J\) and hence at fixed temperature. The last two clauses give the bound and the only field at which it is reached. In the proof `hsol` is the passage between \(m\) and \(x\), `hd` the inverse function and chain rules, and `hzero` the equivalence of \(m=0\) and \(h=0\).

```lean
/-- For `J > -1` the dipole layer has exactly one self-consistent orientation `m h` at each
applied field `h`. It is differentiable with the stated slope, and the slope is at most
`1 / (1 + J)`, with equality only at `h = 0`. -/
theorem orientation_response {J : ℝ} (hJ : -1 < J) :
    ∃ m : ℝ → ℝ, (∀ h y, IsSelfConsistent J h y ↔ y = m h) ∧
      (∀ h, HasDerivAt m ((1 - m h ^ 2) / (1 + J * (1 - m h ^ 2))) h) ∧
      (∀ h, deriv m h ≤ 1 / (1 + J)) ∧
      (∀ h, deriv m h = 1 / (1 + J) ↔ h = 0) := by
  obtain ⟨x, hxc, hx⟩ := exists_localField hJ
  have hfx : ∀ h, appliedField J (x h) = h := fun h => (hx h (x h)).mpr rfl
  have hsol : ∀ h y, IsSelfConsistent J h y ↔ y = Real.tanh (x h) := by
    intro h y
    unfold IsSelfConsistent
    rw [meanOrientation_eq_tanh]
    constructor
    · intro hy
      have hz : h - J * y = x h := (hx h _).mp (by
        unfold appliedField
        rw [← hy]
        ring)
      rwa [hz] at hy
    · intro hy
      have h1 := hfx h
      unfold appliedField at h1
      rw [← hy] at h1
      have hz : h - J * y = x h := by linarith
      rw [hz]
      exact hy
  -- inverse function rule for the local field, then the chain rule
  have hd : ∀ h, HasDerivAt (fun h => Real.tanh (x h))
      ((1 - Real.tanh (x h) ^ 2) / (1 + J * (1 - Real.tanh (x h) ^ 2))) h := by
    intro h
    have h1 := HasDerivAt.of_local_left_inverse hxc.continuousAt
      (hasDerivAt_appliedField J (x h)) (screening_pos hJ (tanh_sq_lt_one (x h))).ne'
      (Eventually.of_forall hfx)
    rw [div_eq_mul_inv]
    exact (hasDerivAt_tanh (x h)).comp h h1
  -- the orientation vanishes only without applied field
  have hzero : ∀ h, Real.tanh (x h) = 0 ↔ h = 0 := by
    intro h
    rw [eq_comm, ← hsol h 0]
    unfold IsSelfConsistent
    rw [meanOrientation_eq_tanh, mul_zero, sub_zero, eq_comm, Real.tanh_eq_sinh_div_cosh,
      div_eq_zero_iff, or_iff_left (Real.cosh_pos h).ne', Real.sinh_eq_zero]
  refine ⟨fun h => Real.tanh (x h), hsol, hd, fun h => ?_, fun h => ?_⟩
  · have ht := tanh_sq_lt_one (x h)
    have hp := mul_pos (show 0 < 1 + J by linarith) (screening_pos hJ ht)
    rw [(hd h).deriv]
    linarith [response_deficit hJ ht, div_nonneg (sq_nonneg (Real.tanh (x h))) hp.le]
  · have ht := tanh_sq_lt_one (x h)
    have hp := mul_pos (show 0 < 1 + J by linarith) (screening_pos hJ ht)
    rw [(hd h).deriv, ← hzero h, eq_comm, ← sub_eq_zero, response_deficit hJ ht,
      div_eq_zero_iff, or_iff_left hp.ne', sq_eq_zero_iff]
```

For independent dipoles, \(J=0\), the largest slope is 1; a depolarizing coupling divides it by \(1+J\).

One step from this theorem to a real interface that its hypotheses do not supply is the mean-field replacement: the fluctuating field of the neighbours is represented by its average \(-Jm\), with the same \(J\) and the same \(m\) for every molecule. Patterns in which the orientation alternates from molecule to molecule are thereby excluded. The model also leaves out intermediate orientations and any chemical preference of the metal for one end of the molecule. A constant preference would add to \(h\), and the steepest response would then lie where the sum vanishes, not where the applied field does.

## Two opposite orientations below J = −1

A negative \(J\) describes neighbours that favour parallel alignment. If it is strong enough, uniqueness is lost. A small example has \(h=0\) and \(J=-\tfrac53\ln2\approx-1.155\). Since \(\tanh(\ln2)=\tfrac35\), the value \(m=\tfrac35\) gives the local field \(-Jm=\ln2\) and reproduces itself. So does \(m=-\tfrac35\), and \(m=0\) is a third solution.

The same happens for every \(J<-1\). At the origin \(f(0)=0\) and \(f'(0)=1+J<0\), so \(f(a)<0\) for some small \(a\) between \(0\) and \(-J\). At the other end

\[
f(-J)=-J\,\bigl(1-\tanh(-J)\bigr)>0 .
\]

By the intermediate value theorem there is a \(z>0\) with \(z+J\tanh z=0\). Then \(m=\tanh z>0\) satisfies \(-Jm=z\), so it is self-consistent at zero field, and \(-m\) is too because \(\tanh\) is odd. The proof finds `a` from the limit of the difference quotient at zero, and `hfa` and `hfJ` are the two signs.

```lean
/-- For `J < -1` the layer without applied field has two opposite non-zero self-consistent
orientations. -/
theorem spontaneous_orientation {J : ℝ} (hJ : J < -1) :
    ∃ m : ℝ, 0 < m ∧ IsSelfConsistent J 0 m ∧ IsSelfConsistent J 0 (-m) := by
  have h0 : appliedField J 0 = 0 := by simp [appliedField]
  -- the applied field starts with negative slope
  have hs := (hasDerivAt_appliedField J 0).tendsto_slope_zero_right
  have hneg : 1 + J * (1 - Real.tanh 0 ^ 2) < 0 := by
    rw [Real.tanh_zero]
    linarith
  obtain ⟨a, ha, ha0, haJ⟩ := ((hs.eventually (gt_mem_nhds hneg)).and
    (Ioo_mem_nhdsGT (show (0 : ℝ) < -J by linarith))).exists
  rw [zero_add, h0, sub_zero, smul_eq_mul] at ha
  have hfa : appliedField J a < 0 := by
    by_contra hn
    exact absurd ha (not_lt_of_ge (mul_nonneg (inv_nonneg.mpr ha0.le) (not_lt.mp hn)))
  have hfJ : 0 < appliedField J (-J) := by
    have ht := tanh_sq_lt_one (-J)
    have h1 : Real.tanh (-J) < 1 := by nlinarith
    unfold appliedField
    nlinarith
  have hcont : Continuous (appliedField J) :=
    continuous_iff_continuousAt.mpr fun x => (hasDerivAt_appliedField J x).continuousAt
  obtain ⟨z, hz, hfz⟩ :=
    intermediate_value_Icc haJ.le hcont.continuousOn ⟨hfa.le, hfJ.le⟩
  have hzpos : 0 < z := lt_of_lt_of_le ha0 hz.1
  unfold appliedField at hfz
  refine ⟨Real.tanh z, ?_, ?_, ?_⟩
  · by_contra hn
    nlinarith [not_lt.mp hn]
  · have e : 0 - J * Real.tanh z = z := by linarith
    unfold IsSelfConsistent
    rw [meanOrientation_eq_tanh, e]
  · have e : 0 - J * -Real.tanh z = -z := by linarith
    unfold IsSelfConsistent
    rw [meanOrientation_eq_tanh, e, Real.tanh_neg]

end

end WaterDipoleLayer
```

The borderline \(J=-1\) belongs to neither theorem. There \(h=x-\tanh x\approx x^3/3\) near \(x=0\), which points to a vertical tangent of \(m(h)\) at zero field.

```lean
#print axioms WaterDipoleLayer.orientation_response
#print axioms WaterDipoleLayer.spontaneous_orientation
```

```
'WaterDipoleLayer.orientation_response' depends on axioms: [propext, Classical.choice, Quot.sound]
'WaterDipoleLayer.spontaneous_orientation' depends on axioms: [propext, Classical.choice, Quot.sound]
```
